# At fixed Fermi wave number k, the neutrality offset of a jellium step barrier falls strictly from 3π/(8k) to zero as the barrier drops to the Fermi level

Put infinitely high barriers exactly at the two edges of a jellium slab and fill the levels up to the bulk Fermi wave number k. Each surface is then short of about k²/(8π) electrons per unit area. The slab carries a net positive charge, and its electric field does not decay with distance. For neutrality at the same k, the barrier has to stand some way outside the background edge, and that distance depends on its height. For independent electrons and a sharp step, the distance follows from a single integral.

In Lean 4 with Mathlib:

```lean
import Mathlib

open Real Set

namespace FiniteBarrierJellium

noncomputable section
```

## The phase at the step and the offset

Let q ≥ 0 be the wave number normal to the surface and k > 0 the Fermi wave number. The barrier height is ħ²k₀²/(2m), and s = k/k₀. The value s = 0 stands for the infinite barrier. At s = 1 the barrier top lies at the Fermi level, so the work function is zero.

With the metal at x < 0, the standing wave is sin(qx − δ), where

δ(q) = arcsin(q/k₀) = arcsin(sq/k).

```lean
/-- Phase `δ` in the standing wave `sin (q x - δ)` of normal wave number `q` in the metal `x < 0`,
with the step at `x = 0`, for Fermi wave number `k > 0`, ratio `s` of the Fermi to the barrier wave
number, `0 ≤ s ≤ 1` and `0 ≤ q ≤ k`. -/
def phase (k s q : ℝ) : ℝ := arcsin (s * q / k)
```

The offset is the length

b(s) = (3/k³) ∫₀ᵏ q (π/4 − δ(q)) dq,

written `offset k s` in the code. That it restores neutrality is proved below.

```lean
/-- Offset of the step barrier from the jellium edge, as an integral over the occupied normal
wave numbers, for `k > 0`. -/
def offset (k s : ℝ) : ℝ := 3 / k ^ 3 * ∫ q in (0 : ℝ)..k, q * (π / 4 - phase k s q)
```

## Counting the electrons of a slab

Take two steps a distance L apart. The wave must have the phase δ at both, so

qL + 2δ(q) = nπ, n = 1, 2, …

The number of levels below q is a staircase in q. Its smooth average is

N(q) = (qL + 2δ(q))/π − 1/2.

The level condition and the smoothing enter through this definition and are not derived in the code.

```lean
/-- Smoothed number of levels below `q` in a slab of width `L` between two steps, where the
levels obey `q L + 2 phase = n π` with `n = 1, 2, ...`; here `k > 0`. -/
def levelCount (k s L q : ℝ) : ℝ := (q * L + 2 * phase k s q) / π - 1 / 2
```

Motion parallel to the surface is free, so a level at q holds (k² − q²)/(2π) electrons per area, counting both spins. Summing over the staircase and integrating by parts gives the integral of q/π times the level count. Replacing the staircase by N gives

electrons per area = ∫₀ᵏ (q/π) N(q) dq.

```lean
/-- Electrons per unit area of the slab, both spins included, for `k > 0`: the smoothed level
count weighted by `q / π`, since a level at `q` holds `(k² - q²) / (2π)` electrons per area. -/
def electronsPerArea (k s L : ℝ) : ℝ := ∫ q in (0 : ℝ)..k, q / π * levelCount k s L q
```

The integral for b will need a primitive of x arcsin x. The candidate is

M(x) = ((2x² − 1) arcsin x + x√(1 − x²))/4.

```lean
/-- The function `((2x² - 1) arcsin x + x √(1 - x²)) / 4`, used on `[-1, 1]`. -/
def arcsinMoment (x : ℝ) : ℝ := ((2 * x ^ 2 - 1) * arcsin x + x * √(1 - x ^ 2)) / 4
```

## Matching the wave at the step

Behind the step the wave is −sin δ · exp(−κx), with κ = √(k₀² − q²). The values at x = 0 agree. The slopes agree if

q cos δ = κ sin δ.

Since sin δ = q/k₀ and cos δ = κ/k₀, both sides equal qκ/k₀. The theorem states equality of the values and gives both functions the derivative q cos δ at 0. In the proof, `hkap` is the relation κ = k₀ cos δ.

The hypothesis 0 < s cannot be weakened to 0 ≤ s. At s = 0 and q = k the inner wave sin(kx) has slope k, while the outer wave is zero with slope 0: an infinite wall permits a kink.

```lean
/-- For `k > 0`, `0 < s ≤ 1` and `0 ≤ q ≤ k`, the standing wave with the given phase and the wave
behind a step of wave number `k / s`, with decay constant `√((k / s)² - q²)` (zero if `q = k / s`),
agree in value and in slope at the step. -/
theorem wave_matching {k s q : ℝ} (hk : 0 < k) (hs : 0 < s) (hs1 : s ≤ 1)
    (hq : 0 ≤ q) (hqk : q ≤ k) :
    sin (q * 0 - phase k s q) = -sin (phase k s q) * exp (-√((k / s) ^ 2 - q ^ 2) * 0) ∧
    HasDerivAt (fun x => sin (q * x - phase k s q)) (q * cos (phase k s q)) 0 ∧
    HasDerivAt (fun x => -sin (phase k s q) * exp (-√((k / s) ^ 2 - q ^ 2) * x))
      (q * cos (phase k s q)) 0 := by
  have hu0 : 0 ≤ s * q / k := by positivity
  have hu1 : s * q / k ≤ 1 := by
    rw [div_le_one hk]
    nlinarith [mul_nonneg (sub_nonneg.2 hs1) hq]
  have hsin : sin (phase k s q) = s * q / k := sin_arcsin (by linarith) hu1
  have hcos : cos (phase k s q) = √(1 - (s * q / k) ^ 2) := cos_arcsin _
  have hone : k / s * (s / k) = 1 := by field_simp
  -- the decay constant in terms of the cosine of the phase
  have hkap : √((k / s) ^ 2 - q ^ 2) = k / s * √(1 - (s * q / k) ^ 2) := by
    have h : (k / s) ^ 2 - q ^ 2 = (k / s) ^ 2 * (1 - (s * q / k) ^ 2) := by
      linear_combination (q ^ 2 * (k / s * (s / k) + 1)) * hone
    rw [h, Real.sqrt_mul (sq_nonneg _), Real.sqrt_sq (by positivity)]
  refine ⟨by simp, ?_, ?_⟩
  · have h := (((hasDerivAt_id' (0 : ℝ)).const_mul q).sub_const (phase k s q)).sin
    refine h.congr_deriv ?_
    rw [mul_zero, zero_sub, cos_neg]
    ring
  · have h := (((hasDerivAt_id' (0 : ℝ)).const_mul (-√((k / s) ^ 2 - q ^ 2))).exp).const_mul
      (-sin (phase k s q))
    refine h.congr_deriv ?_
    rw [mul_zero, exp_zero, hsin, hcos, hkap]
    linear_combination (q * √(1 - (s * q / k) ^ 2)) * hone
```

## Neutrality fixes the offset

The integrand of b is continuous in q, which allows the integrals to be split and compared.

```lean
/-- The surface integrand is a continuous function of the normal wave number. -/
theorem continuous_integrand (k s : ℝ) :
    Continuous (fun q => q * (π / 4 - phase k s q)) := by
  have h : Continuous (fun q => phase k s q) :=
    Real.continuous_arcsin.comp ((continuous_const.mul continuous_id).div_const k)
  exact continuous_id.mul (continuous_const.sub h)
```

Insert N and separate the part proportional to L:

∫₀ᵏ (q/π) N dq = (L/π²) ∫₀ᵏ q² dq − (2/π²) ∫₀ᵏ q (π/4 − δ) dq
= (k³/(3π²)) (L − 2b).

The background has the bulk density k³/(3π²). If its edges lie a distance d inside the steps, its charge per area is (k³/(3π²))(L − 2d). The two agree exactly when d = b. In the code, `hf` is the split and `key` is the displayed result; cancelling the nonzero density then gives the equivalence. It holds for all real s and L, of which the physical cases are 0 ≤ s ≤ 1 and L > 0.

```lean
/-- For `k > 0`, the electrons of the slab balance a uniform background of density `k³ / (3π²)`
whose two edges lie a distance `d` inside the steps exactly when `d` is the offset. -/
theorem neutrality_iff {k : ℝ} (hk : 0 < k) (s L d : ℝ) :
    electronsPerArea k s L = k ^ 3 / (3 * π ^ 2) * (L - 2 * d) ↔ d = offset k s := by
  have key : electronsPerArea k s L = k ^ 3 / (3 * π ^ 2) * (L - 2 * offset k s) := by
    have hp : π / π ^ 2 = 1 / π := by field_simp
    -- split the count into a bulk part and a surface part
    have hf : (fun q => q / π * levelCount k s L q) =
        fun q => L / π ^ 2 * q ^ 2 - 2 / π ^ 2 * (q * (π / 4 - phase k s q)) := by
      funext q
      unfold levelCount
      linear_combination (q / 2) * hp
    have hsq : ∫ q in (0 : ℝ)..k, q ^ 2 = k ^ 3 / 3 := by
      rw [integral_pow]
      norm_num
    have h3 : k ^ 3 * (3 / k ^ 3) = 3 := by field_simp
    have h1 : Continuous (fun q : ℝ => L / π ^ 2 * q ^ 2) := by fun_prop
    have h2 := (continuous_integrand k s).const_mul (2 / π ^ 2)
    rw [electronsPerArea, hf, intervalIntegral.integral_sub (h1.intervalIntegrable _ _)
      (h2.intervalIntegrable _ _), intervalIntegral.integral_const_mul,
      intervalIntegral.integral_const_mul, hsq, offset]
    linear_combination
      (2 / (3 * π ^ 2) * ∫ q in (0 : ℝ)..k, q * (π / 4 - phase k s q)) * h3
  rw [key]
  constructor
  · intro h
    have hne : k ^ 3 / (3 * π ^ 2) ≠ 0 := by positivity
    have h' := mul_left_cancel₀ hne h
    linarith
  · intro h
    rw [h]
```

## A closed form

Differentiate M by the product rule. With w = √(1 − x²),

4M′ = 4x arcsin x + (2x² − 1)/w + w − x²/w = 4x arcsin x,

because w = (1 − x²)/w.

```lean
/-- On the open interval `(-1, 1)` the derivative of `arcsinMoment` is `x arcsin x`. -/
theorem hasDerivAt_arcsinMoment {x : ℝ} (h : x ∈ Ioo (-1 : ℝ) 1) :
    HasDerivAt arcsinMoment (x * arcsin x) x := by
  have hpos : 0 < 1 - x ^ 2 := by nlinarith [h.1, h.2]
  have p2 : HasDerivAt (fun y : ℝ => y ^ 2) (2 * x) x := by simpa using hasDerivAt_pow 2 x
  have h3 := (p2.const_sub 1).sqrt hpos.ne'
  have h4 := Real.hasDerivAt_arcsin h.1.ne' h.2.ne
  have hs : √(1 - x ^ 2) * √(1 - x ^ 2) = 1 - x ^ 2 := Real.mul_self_sqrt hpos.le
  have hw : √(1 - x ^ 2) * (1 / √(1 - x ^ 2)) = 1 :=
    mul_one_div_cancel (Real.sqrt_pos.2 hpos).ne'
  refine (((((p2.const_mul 2).sub_const 1).fun_mul h4).fun_add
    ((hasDerivAt_id' x).fun_mul h3)).div_const 4).congr_deriv ?_
  linear_combination (1 / 4 * (1 / √(1 - x ^ 2))) * hs - (1 / 4 * √(1 - x ^ 2)) * hw
```

By the chain rule, πq²/8 − (k²/s²) M(sq/k) has the derivative q(π/4 − δ(q)). Since M(0) = 0, for 0 < s ≤ 1

b(s) = (3/k) (π/8 − M(s)/s²).

At s = 1 the arcsine has a vertical tangent at q = k. The proof therefore uses the form of the fundamental theorem that asks for continuity on [0, k] and a derivative only inside.

```lean
/-- Closed form of the offset for `k > 0` and `0 < s ≤ 1`. -/
theorem offset_closed_form {k s : ℝ} (hk : 0 < k) (hs : 0 < s) (hs1 : s ≤ 1) :
    offset k s = 3 / k * (π / 8 - arcsinMoment s / s ^ 2) := by
  have hM : Continuous arcsinMoment := by
    have := Real.continuous_arcsin
    unfold arcsinMoment
    fun_prop
  have hcont : Continuous
      (fun q : ℝ => π / 8 * q ^ 2 - k ^ 2 / s ^ 2 * arcsinMoment (s * q / k)) := by
    fun_prop
  have hderiv : ∀ q ∈ Ioo 0 k, HasDerivAt
      (fun q : ℝ => π / 8 * q ^ 2 - k ^ 2 / s ^ 2 * arcsinMoment (s * q / k))
      (q * (π / 4 - phase k s q)) q := by
    intro q hq
    have hq0 : 0 < q := hq.1
    have hu0 : 0 < s * q / k := by positivity
    have hu1 : s * q / k < 1 := by
      rw [div_lt_one hk]
      nlinarith [mul_nonneg (sub_nonneg.2 hs1) hq0.le, hq.2]
    have p2 : HasDerivAt (fun y : ℝ => y ^ 2) (2 * q) q := by simpa using hasDerivAt_pow 2 q
    have hlin := ((hasDerivAt_id' q).const_mul s).div_const k
    have hcomp := (hasDerivAt_arcsinMoment ⟨by linarith, hu1⟩).comp q hlin
    have e : k ^ 2 / s ^ 2 * (s / k * (s / k)) = 1 := by field_simp
    refine ((p2.const_mul (π / 8)).fun_sub (hcomp.const_mul (k ^ 2 / s ^ 2))).congr_deriv ?_
    unfold phase
    linear_combination (-(q * arcsin (s * q / k))) * e
  -- fundamental theorem of calculus; the slope need only exist inside the interval
  have h : ∫ q in (0 : ℝ)..k, q * (π / 4 - phase k s q) =
      (π / 8 * k ^ 2 - k ^ 2 / s ^ 2 * arcsinMoment (s * k / k)) -
      (π / 8 * 0 ^ 2 - k ^ 2 / s ^ 2 * arcsinMoment (s * 0 / k)) :=
    intervalIntegral.integral_eq_sub_of_hasDerivAt_of_le hk.le hcont.continuousOn hderiv
      ((continuous_integrand k s).intervalIntegrable _ _)
  have h0 : arcsinMoment 0 = 0 := by simp [arcsinMoment]
  have e : k ^ 2 / k ^ 3 = 1 / k := by field_simp
  rw [offset, h, mul_div_cancel_right₀ s hk.ne', mul_zero, zero_div, h0]
  linear_combination (3 * (π / 8 - arcsinMoment s / s ^ 2)) * e
```

## Strict decrease and the two endpoints

Let 0 ≤ s < t ≤ 1. The arcsine is increasing, so the integrand for t is nowhere above the one for s. At q = k the difference is k(arcsin t − arcsin s) > 0, and by continuity the integrals differ strictly. This is `hle`, `hlt` and `hint` in the code.

At s = 0 the phase vanishes, and b(0) = (3/k³)(π/4)(k²/2) = 3π/(8k). At s = 1, M(1) = π/8, and the closed form gives b(1) = 0.

`StrictAntiOn (offset k) (Icc 0 1)` expresses the strict decrease on [0, 1] at fixed k.

```lean
/-- For `k > 0` the offset is strictly decreasing in `s` on `[0, 1]`; it is `3π / (8k)` for the
infinite barrier, `s = 0`, and zero at zero work function, `s = 1`. -/
theorem offset_strictAnti_and_endpoints {k : ℝ} (hk : 0 < k) :
    StrictAntiOn (offset k) (Icc 0 1) ∧ offset k 0 = 3 * π / (8 * k) ∧ offset k 1 = 0 := by
  refine ⟨?_, ?_, ?_⟩
  · intro s hs t ht hst
    have hp : ∀ r, phase k r k = arcsin r := fun r => by
      rw [phase, mul_div_cancel_right₀ r hk.ne']
    -- the integrands differ strictly at the Fermi wave number
    have hlt : k * (π / 4 - phase k t k) < k * (π / 4 - phase k s k) := by
      have ha : arcsin s < arcsin t := Real.strictMonoOn_arcsin
        ⟨by linarith [hs.1], hs.2⟩ ⟨by linarith [ht.1], ht.2⟩ hst
      rw [hp, hp]
      exact mul_lt_mul_of_pos_left (by linarith) hk
    have hle : ∀ q ∈ Ioc 0 k, q * (π / 4 - phase k t q) ≤ q * (π / 4 - phase k s q) := by
      intro q hq
      have hq0 : 0 ≤ q := hq.1.le
      have hst' : s ≤ t := hst.le
      have ha : phase k s q ≤ phase k t q := Real.monotone_arcsin (by gcongr)
      exact mul_le_mul_of_nonneg_left (by linarith) hq0
    have hint := intervalIntegral.integral_lt_integral_of_continuousOn_of_le_of_exists_lt hk
      (continuous_integrand k t).continuousOn (continuous_integrand k s).continuousOn hle
      ⟨k, ⟨hk.le, le_rfl⟩, hlt⟩
    unfold offset
    exact mul_lt_mul_of_pos_left hint (by positivity)
  · have e : k ^ 2 / k ^ 3 = 1 / k := by field_simp
    simp only [offset, phase, zero_mul, zero_div, Real.arcsin_zero, sub_zero]
    rw [intervalIntegral.integral_mul_const, integral_id]
    linear_combination (3 * π / 8) * e
  · have hz : √((1 : ℝ) - 1 ^ 2) = 0 := by norm_num
    have h1 : arcsinMoment 1 = π / 8 := by
      rw [arcsinMoment, Real.arcsin_one, hz]
      ring
    rw [offset_closed_form hk one_pos le_rfl, h1]
    ring
```

Every barrier strictly between the two limits therefore has an offset strictly between the two endpoint values.

```lean
/-- For `k > 0` and `0 < s < 1` the offset is positive and smaller than `3π / (8k)`. -/
theorem offset_bounds {k s : ℝ} (hk : 0 < k) (hs : 0 < s) (hs1 : s < 1) :
    0 < offset k s ∧ offset k s < 3 * π / (8 * k) := by
  obtain ⟨hanti, h0, h1⟩ := offset_strictAnti_and_endpoints hk
  constructor
  · rw [← h1]
    exact hanti ⟨hs.le, hs1.le⟩ ⟨zero_le_one, le_rfl⟩ hs1
  · rw [← h0]
    exact hanti ⟨le_rfl, zero_le_one⟩ ⟨hs.le, hs1.le⟩ hs

end

end FiniteBarrierJellium
```

```lean
#print axioms FiniteBarrierJellium.wave_matching
#print axioms FiniteBarrierJellium.neutrality_iff
#print axioms FiniteBarrierJellium.offset_strictAnti_and_endpoints
#print axioms FiniteBarrierJellium.offset_bounds
```

```
'FiniteBarrierJellium.wave_matching' depends on axioms: [propext, Classical.choice, Quot.sound]
'FiniteBarrierJellium.neutrality_iff' depends on axioms: [propext, Classical.choice, Quot.sound]
'FiniteBarrierJellium.offset_strictAnti_and_endpoints' depends on axioms: [propext, Classical.choice, Quot.sound]
'FiniteBarrierJellium.offset_bounds' depends on axioms: [propext, Classical.choice, Quot.sound]
```

## Placing the steps for a given metal

In a calculation for a jellium film with independent electrons and sharp steps, the inputs are the Fermi wave number k, the work function W and the background thickness D. The Fermi energy is E = ħ²k²/(2m), measured like the barrier height from the bottom of the well. The barrier height is E + W, so s = √(E/(E + W)).

Take W = E. Then s² = 1/2 and M(s) = 1/8, so

b = 3(π − 2)/(8k) ≈ 0.428/k,

compared with 1.178/k for the infinite barrier. The steps are placed L = D + 2b apart, and the levels follow from qL + 2 arcsin(sq/k) = nπ. In a thin film the sum over these discrete levels in general differs somewhat from the smoothed count. To make the film exactly neutral, the levels can be filled up to a slightly different wave number, while the background density k³/(3π²) and the barrier, and with it the ratio s/k in the level condition, stay as they are.
